# Wolfsberg–Helmholz levels of equal-energy orbitals as a function of the overlap eigenvalues

Take finitely many normalised, linearly independent orbitals with overlap matrix $S$ and one common on-site energy $e$. Let the hopping between different orbitals be $K e S_{ij}$, with $e$ and $K$ real. The one-electron energies $E$, defined by $Hv = E\,Sv$ with $v \neq 0$, are then exactly

$$\varepsilon(x) = e\left(K + \frac{1-K}{x}\right), \qquad x \text{ an eigenvalue of } S.$$

For $e<0$ and $K>1$, $\varepsilon(x)$ grows without bound as $x$ tends to $0$ from above. For $K=1$ every level equals $e$.

The Wolfsberg–Helmholz rule sets $H_{ij} = K S_{ij}(H_{ii}+H_{jj})/2$ for $i\neq j$, which reduces to $K e S_{ij}$ when all on-site energies are equal. The constant $K$ is empirical: it stands in for hopping integrals of the effective one-electron Hamiltonian that are not computed. Extended Hückel calculations use this rule or modified forms of it. Under the rule as stated, for finitely many equal-energy orbitals with $e<0$ and $K>1$ the formula shows how a nearly linearly dependent basis produces very high levels. Whether the hopping in a real molecule or solid follows the rule is a physical assumption that enters through the definition of $H$.

## Orbitals, Hamiltonian and levels

The orbitals are labelled by a finite type `n`, so their number is arbitrary.

```lean
import Mathlib

open Matrix Filter Topology
open scoped ComplexOrder

namespace WolfsbergHelmholz

noncomputable section

variable {n : Type*} [Fintype n] [DecidableEq n]
```

The Hamiltonian matrix is defined entry by entry:

$$H_{ii} = e, \qquad H_{ij} = K e S_{ij}\quad (i \neq j).$$

The letter $e$ is the on-site energy, often written $\alpha$ in Hückel theory, and not the elementary charge. Both $e$ and $K$ are real, while the overlaps may be complex.

```lean
/-- The Wolfsberg-Helmholz Hamiltonian: on-site energy `e` on the diagonal and hopping
`K e S i j` between different orbitals. -/
def hamiltonian (e K : ℝ) (S : Matrix n n ℂ) : Matrix n n ℂ :=
  Matrix.of fun i j => if i = j then (e : ℂ) else K * e * S i j
```

The function $\varepsilon(x)$ is called `level e K x` in the code. It is used as an energy only for $x \neq 0$.

```lean
/-- The energy `e (K + (1 - K) / x)` attached to an overlap eigenvalue `x ≠ 0`. -/
def level (e K x : ℝ) : ℝ := e * (K + (1 - K) / x)
```

A level is a number $E$ for which $Hv = E\,Sv$ has a nonzero solution. Here $E$ is allowed to be complex, so that the levels are real is a conclusion and not part of the definition.

```lean
/-- `E` is a generalized eigenvalue: `H v = E S v` has a nonzero solution `v`. -/
def IsLevel (H S : Matrix n n ℂ) (E : ℂ) : Prop :=
  ∃ v : n → ℂ, v ≠ 0 ∧ H *ᵥ v = E • (S *ᵥ v)
```

For two orbitals with real overlap $s$ the overlap matrix is

$$S = \begin{pmatrix} 1 & s \\ s & 1 \end{pmatrix}.$$

```lean
/-- The overlap matrix of two normalized orbitals with real overlap `s`. -/
def dimer (s : ℝ) : Matrix (Fin 2) (Fin 2) ℂ := !![1, (s : ℂ); (s : ℂ), 1]
```

## The Hamiltonian as a combination of $S$ and the identity

The matrix $K e S$ has the right off-diagonal entries. Since $S_{ii}=1$, its diagonal entries are $Ke$ instead of $e$, and the difference is $(1-K)e$ on every site. Hence

$$H = K e\,S + (1-K)e\,\mathbb 1 .$$

The proof compares entries, treating $i=j$ and $i\neq j$ separately. Normalisation, the hypothesis `hd`, enters only in the diagonal case.

```lean
omit [Fintype n] in
/-- For normalized orbitals the Hamiltonian is a combination of the overlap matrix and the
identity. -/
theorem hamiltonian_eq (e K : ℝ) {S : Matrix n n ℂ} (hd : ∀ i, S i i = 1) :
    hamiltonian e K S = ((K : ℂ) * e) • S + ((1 - (K : ℂ)) * e) • (1 : Matrix n n ℂ) := by
  ext i j
  by_cases h : i = j
  · subst h
    simp only [hamiltonian, Matrix.of_apply, if_true, Matrix.add_apply, Matrix.smul_apply,
      Matrix.one_apply_eq, hd, smul_eq_mul]
    ring
  · simp [hamiltonian, h]
```

## Factorising the secular determinant

Let $S$ be Hermitian with eigenvalues $x_i$, let $N$ be the number of orbitals, and let $a,b$ be complex numbers. For $a \neq 0$,

$$aS + b\,\mathbb 1 = (-a)\left(-\tfrac{b}{a}\,\mathbb 1 - S\right).$$

The determinant of the last bracket is the characteristic polynomial of $S$ at $-b/a$, which is $\prod_i(-b/a - x_i)$. Therefore

$$\det(aS+b\,\mathbb 1) = (-a)^N\prod_i\left(-\tfrac{b}{a}-x_i\right) = \prod_i (a x_i + b).$$

For $a=0$ both sides are $b^N$. In the proof, `h1` is the rescaling and `hc` is the factorised characteristic polynomial. The $N$ factors $-a$ are then distributed over the product.

```lean
/-- The determinant of `a S + b` for Hermitian `S` is the product of `a x + b` over the
eigenvalues `x` of `S`, counted with multiplicity. -/
theorem det_affine {S : Matrix n n ℂ} (hS : S.IsHermitian) (a b : ℂ) :
    (a • S + b • (1 : Matrix n n ℂ)).det = ∏ i, (a * (hS.eigenvalues i : ℂ) + b) := by
  by_cases ha : a = 0
  · simp [ha]
  · -- rescale to the characteristic polynomial of `S` at `-b / a`
    have h1 : a • S + b • (1 : Matrix n n ℂ) = (-a) • (Matrix.scalar n (-b / a) - S) := by
      ext i j
      by_cases h : i = j
      · subst h
        simp
        field_simp
        ring
      · simp [h]
    have hc : S.charpoly =
        ∏ i, (Polynomial.X - Polynomial.C ((hS.eigenvalues i : ℝ) : ℂ)) := hS.charpoly_eq
    rw [h1, Matrix.det_smul, ← Matrix.eval_charpoly, hc, Polynomial.eval_prod,
      ← Finset.card_univ, ← Finset.prod_const, ← Finset.prod_mul_distrib]
    refine Finset.prod_congr rfl fun i _ => ?_
    rw [Polynomial.eval_sub, Polynomial.eval_X, Polynomial.eval_C]
    field_simp
    ring
```

Now subtract $E S$ from the Hamiltonian:

$$H - E S = (Ke - E)\,S + (1-K)e\,\mathbb 1 .$$

With $a = Ke-E$ and $b=(1-K)e$, each factor of the determinant becomes

$$(Ke-E)x_i + (1-K)e = x_i\left(\varepsilon(x_i) - E\right),$$

so that

$$\det(H-ES) = \prod_i x_i\left(\varepsilon(x_i)-E\right).$$

Pulling out $x_i$ requires $x_i\neq 0$, which holds because $S$ is positive definite. Physically, this is the linear independence of the orbitals. The product runs over the eigenvalues with repetition, so it also gives the multiplicity of each level as a zero of the secular determinant.

```lean
/-- The secular determinant factorizes over the eigenvalues `x` of a positive definite overlap
matrix with unit diagonal, with one factor `x (level e K x - E)` for each. -/
theorem secular_det (e K : ℝ) {S : Matrix n n ℂ} (hS : S.PosDef) (hd : ∀ i, S i i = 1)
    (E : ℂ) :
    (hamiltonian e K S - E • S).det =
      ∏ i, (hS.isHermitian.eigenvalues i : ℂ) *
        ((level e K (hS.isHermitian.eigenvalues i) : ℂ) - E) := by
  have h1 : hamiltonian e K S - E • S =
      ((K : ℂ) * e - E) • S + ((1 - (K : ℂ)) * e) • (1 : Matrix n n ℂ) := by
    rw [hamiltonian_eq e K hd]
    module
  rw [h1, det_affine hS.isHermitian]
  refine Finset.prod_congr rfl fun i _ => ?_
  have hx : (hS.isHermitian.eigenvalues i : ℂ) ≠ 0 :=
    Complex.ofReal_ne_zero.mpr (hS.eigenvalues_pos i).ne'
  simp only [level]
  push_cast
  field_simp
  ring
```

## The levels are exactly the values $\varepsilon(x)$

The equation $Hv = E\,Sv$ says that $(H-ES)v=0$. A nonzero $v$ exists exactly when $\det(H-ES)=0$, and this is `h1` in the proof below. The product vanishes exactly when one factor does. Since $x_i>0$, that factor gives $E=\varepsilon(x_i)$.

The theorem reads: for a positive definite $S$ with unit diagonal, a complex number $E$ is a level if and only if $E = \varepsilon(x_i)$ for some $i$.

The smallest nontrivial instance is a single orbital. Then $S=(1)$, the only eigenvalue is $x=1$, and $\varepsilon(1)=e$ for every $K$.

```lean
/-- For a positive definite overlap matrix with unit diagonal, the generalized eigenvalues are
exactly the numbers `e (K + (1 - K) / x)`, with `x` running over the eigenvalues of `S`. -/
theorem isLevel_iff (e K : ℝ) {S : Matrix n n ℂ} (hS : S.PosDef) (hd : ∀ i, S i i = 1)
    (E : ℂ) :
    IsLevel (hamiltonian e K S) S E ↔
      ∃ i, E = (level e K (hS.isHermitian.eigenvalues i) : ℂ) := by
  have h1 : IsLevel (hamiltonian e K S) S E ↔ (hamiltonian e K S - E • S).det = 0 := by
    rw [← Matrix.exists_mulVec_eq_zero_iff]
    simp only [IsLevel, Matrix.sub_mulVec, Matrix.smul_mulVec, sub_eq_zero]
  rw [h1, secular_det e K hS hd, Finset.prod_eq_zero_iff]
  constructor
  · rintro ⟨i, _, hi⟩
    have hx : (hS.isHermitian.eigenvalues i : ℂ) ≠ 0 :=
      Complex.ofReal_ne_zero.mpr (hS.eigenvalues_pos i).ne'
    exact ⟨i, (sub_eq_zero.mp ((mul_eq_zero.mp hi).resolve_left hx)).symm⟩
  · rintro ⟨i, hi⟩
    exact ⟨i, Finset.mem_univ i, by rw [hi, sub_self, mul_zero]⟩
```

The solutions can also be given directly. If $Sv = xv$ with $x\neq 0$, then

$$Hv = \left(Kex + (1-K)e\right)v = \varepsilon(x)\,x\,v = \varepsilon(x)\,Sv .$$

An eigenvector of the overlap matrix therefore solves the generalised problem too. The proof substitutes the decomposition of $H$, collects the coefficients of $v$ and compares them.

The last division by $x$ is easily forgotten. Without it one obtains $e(Kx+1-K)$, which is the ordinary eigenvalue of the matrix $H$ and, in a non-orthogonal basis, not in general an orbital energy. That expression stays finite as $x\to 0$, so the divergence would be missed. At $K=1$ it would give $ex$, a splitting that is absent from the levels.

```lean
/-- For normalized orbitals, an eigenvector of the overlap matrix with eigenvalue `x ≠ 0` solves
the generalized eigenvalue equation with energy `level e K x`. -/
theorem overlap_eigenvector (e K : ℝ) {S : Matrix n n ℂ} (hd : ∀ i, S i i = 1)
    {x : ℝ} (hx : x ≠ 0) {v : n → ℂ} (hv : S *ᵥ v = (x : ℂ) • v) :
    hamiltonian e K S *ᵥ v = (level e K x : ℂ) • (S *ᵥ v) := by
  have hx' : (x : ℂ) ≠ 0 := Complex.ofReal_ne_zero.mpr hx
  rw [hamiltonian_eq e K hd, Matrix.add_mulVec, Matrix.smul_mulVec, Matrix.smul_mulVec,
    Matrix.one_mulVec, hv, smul_smul, smul_smul, ← add_smul]
  congr 1
  simp only [level]
  push_cast
  field_simp
```

## Divergence at small overlap eigenvalues

Write

$$\varepsilon(x) = eK + \frac{e(1-K)}{x}.$$

For $e<0$ and $K>1$ the coefficient $e(1-K)$ is a product of two negative numbers, hence positive. As $x$ tends to $0$ from above, $1/x$ tends to $+\infty$, and so does $\varepsilon(x)$. In Lean, `𝓝[>] 0` denotes the approach from above and `atTop` denotes $+\infty$. The proof multiplies the known limit of $1/x$ by the coefficient $e(1-K)$, whose positivity is `hc`, and adds the constant $eK$.

```lean
/-- For `e < 0` and `K > 1` the energy grows without bound as the overlap eigenvalue tends to
zero from above. -/
theorem level_tendsto_atTop {e K : ℝ} (he : e < 0) (hK : 1 < K) :
    Tendsto (level e K) (𝓝[>] 0) atTop := by
  have hc : 0 < e * (1 - K) := mul_pos_of_neg_of_neg he (by linarith)
  have h := tendsto_atTop_add_const_left (𝓝[>] (0 : ℝ)) (e * K)
    (tendsto_inv_nhdsGT_zero.const_mul_atTop hc)
  refine h.congr fun x => ?_
  simp only [level, div_eq_mul_inv]
  ring
```

This is a statement about a function of $x$. Two orbitals show that overlap matrices reach the diverging regime. First, the $2\times 2$ matrix above must be a legitimate overlap matrix. For a vector with components $v_0, v_1$,

$$v^\dagger S v = (1-s)\left(|v_0|^2+|v_1|^2\right) + s\,|v_0+v_1|^2 .$$

For $0<s<1$ the first term is positive when $v\neq0$, and the second is never negative. The identity is `key` in the proof, where the vector is called `x`; it is not an overlap eigenvalue there.

```lean
/-- The overlap matrix of two orbitals is positive definite for `0 < s < 1`. -/
theorem dimer_posDef {s : ℝ} (h0 : 0 < s) (h1 : s < 1) : (dimer s).PosDef := by
  rw [Matrix.posDef_iff_dotProduct_mulVec]
  refine ⟨?_, fun {x} hx => ?_⟩
  · ext i j
    fin_cases i <;> fin_cases j <;> simp [dimer]
  · -- the quadratic form is a sum of squares
    have key : star x ⬝ᵥ (dimer s *ᵥ x) =
        (((1 - s) * (Complex.normSq (x 0) + Complex.normSq (x 1)) +
          s * Complex.normSq (x 0 + x 1) : ℝ) : ℂ) := by
      apply Complex.ext <;>
        simp [dimer, dotProduct, Matrix.mulVec, Fin.sum_univ_two, Complex.normSq_apply] <;> ring
    have hpos : 0 < Complex.normSq (x 0) + Complex.normSq (x 1) := by
      by_cases hx0 : x 0 = 0
      · have hx1 : x 1 ≠ 0 := fun hx1 => hx (by ext i; fin_cases i <;> simp [hx0, hx1])
        exact add_pos_of_nonneg_of_pos (Complex.normSq_nonneg _) (Complex.normSq_pos.mpr hx1)
      · exact add_pos_of_pos_of_nonneg (Complex.normSq_pos.mpr hx0) (Complex.normSq_nonneg _)
    rw [key]
    exact Complex.zero_lt_real.mpr (add_pos_of_pos_of_nonneg
      (mul_pos (by linarith) hpos) (mul_nonneg h0.le (Complex.normSq_nonneg _)))
```

The antibonding combination $(1,-1)$ satisfies $Sv=(1-s)v$, so its energy is

$$\varepsilon(1-s) = \frac{e(1-Ks)}{1-s}.$$

Given any bound $B$, the limit supplies an $x$ between $0$ and $1$ with $\varepsilon(x)>B$, and $s=1-x$ is the required overlap. The code uses the unnormalised vector `![1, -1]`. The normalised orbital, with $v^\dagger S v=1$, is $(1,-1)/\sqrt{2(1-s)}$.

The theorem treats $s$ as a free number and does not construct orbitals with that overlap. The bonding combination $(1,1)$ has overlap eigenvalue $1+s$ and energy $e(1+Ks)/(1+s)$. As $s\to1$ this tends to the finite value $e(1+K)/2$, so only the antibonding level diverges. As $s\to0$ both levels return to $e$.

```lean
/-- For `e < 0` and `K > 1`, and for any given energy `B`, there is an overlap `0 < s < 1`,
depending on `B`, at which two orbitals have a level above `B`. -/
theorem dimer_level_unbounded {e K : ℝ} (he : e < 0) (hK : 1 < K) (B : ℝ) :
    ∃ s : ℝ, 0 < s ∧ s < 1 ∧ ∃ E : ℝ, B < E ∧
      IsLevel (hamiltonian e K (dimer s)) (dimer s) (E : ℂ) := by
  have h2 : ∀ᶠ x : ℝ in 𝓝[>] 0, x ∈ Set.Ioo (0 : ℝ) 1 := Ioo_mem_nhdsGT one_pos
  obtain ⟨x, hB, hx0, hx1⟩ :=
    (((level_tendsto_atTop he hK).eventually_gt_atTop B).and h2).exists
  -- the antibonding combination has overlap eigenvalue `x = 1 - s`
  refine ⟨1 - x, by linarith, by linarith, level e K x, hB, ![1, -1], ?_, ?_⟩
  · intro h
    simpa using congrFun h 0
  · apply overlap_eigenvector e K _ hx0.ne'
    · ext i
      fin_cases i <;> simp [dimer, Matrix.mulVec, dotProduct, Fin.sum_univ_two]
      ring
    · intro i
      fin_cases i <;> simp [dimer]
```

## No splitting at $K=1$

For $K=1$ the term in $1/x$ disappears and $\varepsilon(x)=e$ for every overlap eigenvalue. By the characterisation of the levels, each of them equals $e$, however large the overlaps are.

```lean
/-- At `K = 1`, with a positive definite overlap matrix of unit diagonal, every generalized
eigenvalue equals the on-site energy. -/
theorem level_eq_of_K_one (e : ℝ) {S : Matrix n n ℂ} (hS : S.PosDef) (hd : ∀ i, S i i = 1)
    {E : ℂ} (hE : IsLevel (hamiltonian e 1 S) S E) : E = e := by
  obtain ⟨i, hi⟩ := (isLevel_iff e 1 hS hd E).mp hE
  simpa [level] using hi
```

There is also a converse. Suppose that one energy $E$ satisfies $Hv=E\,Sv$ for all vectors $v$. Inserting basis vectors gives $H_{kl}=E\,S_{kl}$ for all $k,l$. A diagonal entry yields $E=e$. An off-diagonal entry with $S_{ij}\neq0$ yields

$$K e S_{ij} = e S_{ij},$$

and hence $K=1$ if $e\neq0$. In the other direction, $K=1$ gives $H=eS$, so $Hv=e\,Sv$ holds for every vector $v$.

In the proof, `h` is the equation for the matrix entries, `h1` and `h2` are its diagonal and off-diagonal cases, and `h3` is the result of cancelling $S_{ij}$. Both conditions have a plain physical reading. If $e=0$, then $H=0$ and every vector solves the equation with $E=0$, for any $K$. If all overlaps between different orbitals vanish, then $H=e\,\mathbb 1$ and $S=\mathbb 1$, and $K$ has no effect. Positive definiteness is not assumed in this theorem.

```lean
/-- For normalized orbitals with `e ≠ 0` and at least one nonzero overlap between different
orbitals, all vectors solve the generalized eigenvalue equation with one common energy exactly when
`K = 1`. -/
theorem common_energy_iff {e K : ℝ} (he : e ≠ 0) {S : Matrix n n ℂ} (hd : ∀ i, S i i = 1)
    {i j : n} (hij : i ≠ j) (hs : S i j ≠ 0) :
    (∃ E : ℂ, ∀ v : n → ℂ, hamiltonian e K S *ᵥ v = E • (S *ᵥ v)) ↔ K = 1 := by
  constructor
  · rintro ⟨E, hE⟩
    -- basis vectors turn the equation into one for matrix entries
    have h : ∀ k l, hamiltonian e K S k l = E * S k l := fun k l => by
      simpa using congrFun (hE (Pi.single l 1)) k
    have h1 : (e : ℂ) = E := by simpa [hamiltonian, hd] using h i i
    have h2 : (K : ℂ) * e * S i j = E * S i j := by simpa [hamiltonian, hij] using h i j
    have h3 : (K : ℂ) * e = 1 * e := by rw [one_mul, mul_right_cancel₀ hs h2, h1]
    exact_mod_cast mul_right_cancel₀ (Complex.ofReal_ne_zero.mpr he) h3
  · rintro rfl
    refine ⟨e, fun v => ?_⟩
    rw [hamiltonian_eq e 1 hd]
    simp [Matrix.smul_mulVec]

end

end WolfsbergHelmholz
```

```lean
#print axioms WolfsbergHelmholz.overlap_eigenvector
-- 'WolfsbergHelmholz.overlap_eigenvector' depends on axioms: [propext, Classical.choice, Quot.sound]
#print axioms WolfsbergHelmholz.dimer_level_unbounded
-- 'WolfsbergHelmholz.dimer_level_unbounded' depends on axioms: [propext, Classical.choice, Quot.sound]
#print axioms WolfsbergHelmholz.level_eq_of_K_one
-- 'WolfsbergHelmholz.level_eq_of_K_one' depends on axioms: [propext, Classical.choice, Quot.sound]
#print axioms WolfsbergHelmholz.common_energy_iff
-- 'WolfsbergHelmholz.common_energy_iff' depends on axioms: [propext, Classical.choice, Quot.sound]
```
